# The order conditions \(2a+b=1\) and \(2a^3+b^3=0\) have one real solution, which makes the middle Verlet step negative

Time evolution is represented here by a formal power series in the time step \(h\), with coefficients in a real algebra \(R\) whose elements need not commute. The generators \(A\) of the drift (positions move at fixed momenta) and \(B\) of the kick (momenta change at fixed positions) are arbitrary elements of \(R\), and \(\exp(whA)\) stands for the series with coefficients \(w^nA^n/n!\), where the real number \(w\) is the weight of the step. Orders in \(h\) can then be compared exactly, without any question of convergence.

A Verlet step of weight \(w\) is

\[
S(w)=\exp(whA/2)\,\exp(whB)\,\exp(whA/2).
\]

Suppose that its cubic error operator \(Y\), computed below, is nonzero. Then \(S(a)S(b)S(a)\) agrees with the exact flow \(\exp(h(A+B))\) through order \(h^3\) if and only if

\[
a=\frac{1}{2-2^{1/3}},\qquad b=-2^{1/3}a .
\]

These weights satisfy \(a>1\) and \(b<-1\). In molecular dynamics with separate drifts and kicks, raising the order by this three-step composition therefore means integrating backwards in the middle, over more than one full time step.

## From the Verlet expansion to the weights

Write \(X=A+B\). Multiplying out \(S(w)\), the first-order term is \(wX\), and the second-order term is

\[
w^2\left(\tfrac12A^2+\tfrac12AB+\tfrac12BA+\tfrac12B^2\right)=\tfrac{w^2}{2}X^2 .
\]

The third-order term is \(w^3\) times

\[
\tfrac16A^3+\tfrac18(A^2B+BA^2)+\tfrac14ABA+\tfrac14(AB^2+B^2A)+\tfrac16B^3 .
\]

Subtracting \(X^3/6\) leaves

\[
\begin{aligned}
Y&=-\tfrac1{24}(A^2B-2ABA+BA^2)+\tfrac1{12}(B^2A-2BAB+AB^2)\\
&=\tfrac1{12}[B,[B,A]]-\tfrac1{24}[A,[A,B]] .
\end{aligned}
\]

Hence \(S(w)=\exp(whX)+w^3h^3Y+O(h^4)\). In a product of three such steps, each \(Y\) term is already cubic, so through third order it meets only the leading 1 of the other factors. The exponentials of \(X\) commute and their weights add:

\[
S(a)S(b)S(a)=\exp((2a+b)hX)+(2a^3+b^3)h^3Y+O(h^4).
\]

Now compare with \(\exp(hX)\). First order requires \((2a+b-1)X=0\). If \(X\) were zero, then \(B=-A\) would commute with \(A\) and \(Y\) would vanish; so \(X\neq0\) and \(2a+b=1\). Third order then requires \((2a^3+b^3)Y=0\), that is, \(2a^3+b^3=0\). Conversely, these two conditions make all coefficients through third order agree.

Let \(c=2^{1/3}\). The cubic condition reads \(b^3=(-ca)^3\), and since the real cube is injective, \(b=-ca\). The linear condition becomes \(a(2-c)=1\), which gives \(a\). Since \(1<c<2\), the denominator lies between 0 and 1, so \(a>1\) and \(b=1-2a<-1\).

More generally, any finite list of real weights with sum one and vanishing sum of cubes contains a negative weight. If none were negative, every cube would have to vanish, hence every weight, and the sum would be zero.

## Drift, kick and composition as power series

The type `R` is the algebra of generators, and `PowerSeries R` holds the series in \(h\).

In Lean 4 with Mathlib:

```lean
import Mathlib

namespace TripleJumpVerlet

noncomputable section

variable {R : Type*} [Ring R] [Algebra ℝ R]
```

The \(n\)th coefficient of `flow w A` is \(w^nA^n/n!\).

```lean
/-- The formal flow `exp (w h A)` of a generator `A`, as a power series in the time step `h`. -/
def flow (w : ℝ) (A : R) : PowerSeries R :=
  PowerSeries.mk fun n => (w ^ n / (n.factorial : ℝ)) • A ^ n
```

The definition of `verlet` fixes the convention that the drift is split into halves around a full kick.

```lean
/-- A Verlet step of weight `w`: half a drift with `A`, a full kick with `B`, half a drift. -/
def verlet (A B : R) (w : ℝ) : PowerSeries R :=
  flow (w / 2) A * flow w B * flow (w / 2) A

/-- Three composed Verlet steps with weights `a`, `b`, `a`. -/
def tripleJump (A B : R) (a b : ℝ) : PowerSeries R :=
  verlet A B a * verlet A B b * verlet A B a
```

In the definition of \(Y\), each commutator \([P,Q]\) is written as \(PQ-QP\).

```lean
/-- The double commutators `[B,[B,A]]/12 - [A,[A,B]]/24`. -/
def cubicError (A B : R) : R :=
  (1 / 12 : ℝ) • (B * (B * A - A * B) - (B * A - A * B) * B)
    - (1 / 24 : ℝ) • (A * (A * B - B * A) - (A * B - B * A) * A)
```

The cube root is a real power, so no complex root enters.

```lean
/-- The real cube root of two. -/
def cbrtTwo : ℝ := (2 : ℝ) ^ ((1 : ℝ) / 3)
```

## Coefficients through third order

The next lemma lists the terms of a product of two series at orders zero to three, keeping the factors in order.

```lean
omit [Algebra ℝ R] in
/-- The coefficients of a product of two power series through third order. -/
theorem coeff_mul_low (f g : PowerSeries R) :
    PowerSeries.coeff 0 (f * g) = PowerSeries.coeff 0 f * PowerSeries.coeff 0 g ∧
    PowerSeries.coeff 1 (f * g) = PowerSeries.coeff 0 f * PowerSeries.coeff 1 g
      + PowerSeries.coeff 1 f * PowerSeries.coeff 0 g ∧
    PowerSeries.coeff 2 (f * g) = PowerSeries.coeff 0 f * PowerSeries.coeff 2 g
      + PowerSeries.coeff 1 f * PowerSeries.coeff 1 g
      + PowerSeries.coeff 2 f * PowerSeries.coeff 0 g ∧
    PowerSeries.coeff 3 (f * g) = PowerSeries.coeff 0 f * PowerSeries.coeff 3 g
      + PowerSeries.coeff 1 f * PowerSeries.coeff 2 g
      + PowerSeries.coeff 2 f * PowerSeries.coeff 1 g
      + PowerSeries.coeff 3 f * PowerSeries.coeff 0 g := by
  refine ⟨?_, ?_, ?_, ?_⟩ <;>
    rw [PowerSeries.coeff_mul, Finset.Nat.sum_antidiagonal_eq_sum_range_succ_mk] <;>
    simp [Finset.sum_range_succ]
```

For a single flow, the factorials give the denominators 2 and 6.

```lean
/-- The coefficients of a formal flow through third order. -/
theorem flow_coeff (w : ℝ) (A : R) :
    PowerSeries.coeff 0 (flow w A) = 1 ∧
    PowerSeries.coeff 1 (flow w A) = w • A ∧
    PowerSeries.coeff 2 (flow w A) = (w ^ 2 / 2) • (A * A) ∧
    PowerSeries.coeff 3 (flow w A) = (w ^ 3 / 6) • (A * (A * A)) := by
  refine ⟨?_, ?_, ?_, ?_⟩ <;> simp only [flow, PowerSeries.coeff_mk] <;>
    norm_num [Nat.factorial, pow_succ, mul_assoc]
```

The expansion of \(S(w)\) follows. The `simp only` call distributes all products into words in \(A\) and \(B\), and `module` compares the real coefficients of each word.

```lean
/-- Through third order a Verlet step is the flow of `A + B` plus `w ^ 3` times the
cubic error. -/
theorem verlet_coeff (A B : R) (w : ℝ) :
    PowerSeries.coeff 0 (verlet A B w) = 1 ∧
    PowerSeries.coeff 1 (verlet A B w) = w • (A + B) ∧
    PowerSeries.coeff 2 (verlet A B w) = (w ^ 2 / 2) • ((A + B) * (A + B)) ∧
    PowerSeries.coeff 3 (verlet A B w) =
      (w ^ 3 / 6) • ((A + B) * ((A + B) * (A + B))) + w ^ 3 • cubicError A B := by
  refine ⟨?_, ?_, ?_, ?_⟩ <;>
    simp only [verlet, coeff_mul_low, flow_coeff, cubicError, mul_add, add_mul, mul_sub,
      sub_mul, smul_mul_assoc, mul_smul_comm, smul_add, smul_sub, smul_smul, mul_assoc,
      one_mul, mul_one] <;>
    module
```

For the composition, `generalize` replaces \(A+B\) and the cubic error by single symbols, as the derivation did with \(X\) and \(Y\).

```lean
/-- Through third order the composition is the flow of `A + B` for the total weight `2a + b`,
plus `2a³ + b³` times the cubic error. -/
theorem tripleJump_coeff (A B : R) (a b : ℝ) :
    PowerSeries.coeff 0 (tripleJump A B a b) = 1 ∧
    PowerSeries.coeff 1 (tripleJump A B a b) = (2 * a + b) • (A + B) ∧
    PowerSeries.coeff 2 (tripleJump A B a b) =
      ((2 * a + b) ^ 2 / 2) • ((A + B) * (A + B)) ∧
    PowerSeries.coeff 3 (tripleJump A B a b) =
      ((2 * a + b) ^ 3 / 6) • ((A + B) * ((A + B) * (A + B)))
        + (2 * a ^ 3 + b ^ 3) • cubicError A B := by
  simp only [tripleJump, coeff_mul_low, verlet_coeff]
  -- only the sum of the generators and the cubic error matter from here on
  generalize A + B = X
  generalize cubicError A B = Y
  refine ⟨?_, ?_, ?_, ?_⟩ <;>
    simp only [mul_add, add_mul, smul_mul_assoc, mul_smul_comm, smul_add, smul_smul,
      mul_assoc, one_mul, mul_one] <;>
    module
```

## Solving for the weights

The bounds on \(c\) are proved by contradiction: \(c\le1\) would give \(c^3\le1\), and \(c\ge2\) would give \(c^3\ge8\).

```lean
/-- The cube root of two has cube two and lies strictly between one and two. -/
theorem cbrtTwo_spec : cbrtTwo ^ 3 = 2 ∧ 1 < cbrtTwo ∧ cbrtTwo < 2 := by
  have h3 : cbrtTwo ^ 3 = 2 := by
    unfold cbrtTwo
    rw [← Real.rpow_natCast, ← Real.rpow_mul (by norm_num)]
    norm_num
  have h0 : 0 < cbrtTwo := Real.rpow_pos_of_pos (by norm_num) _
  refine ⟨h3, ?_, ?_⟩
  · by_contra h
    have := pow_le_pow_left₀ h0.le (not_lt.mp h) 3
    norm_num [h3] at this
  · by_contra h
    have := pow_le_pow_left₀ (by norm_num : (0 : ℝ) ≤ 2) (not_lt.mp h) 3
    norm_num [h3] at this
```

The following theorem concerns real numbers only. Injectivity comes from the strict monotonicity of odd powers, and `linear_combination` supplies the remaining algebra in both directions.

```lean
/-- The real order conditions `2a + b = 1` and `2a³ + b³ = 0` have exactly one solution,
`a = 1/(2 - 2^(1/3))` and `b = -2^(1/3) a`. -/
theorem order_conditions_iff (a b : ℝ) :
    (2 * a + b = 1 ∧ 2 * a ^ 3 + b ^ 3 = 0) ↔
      (a = 1 / (2 - cbrtTwo) ∧ b = -cbrtTwo * a) := by
  obtain ⟨hc, -, hc2⟩ := cbrtTwo_spec
  have hne : 2 - cbrtTwo ≠ 0 := by linarith
  constructor
  · rintro ⟨h1, h2⟩
    -- the real cube is injective, so the cubic condition fixes the ratio b / a
    have hodd : Odd 3 := ⟨1, by norm_num⟩
    have hb : b = -cbrtTwo * a := by
      apply (hodd.strictMono_pow (R := ℝ)).injective
      change b ^ 3 = (-cbrtTwo * a) ^ 3
      linear_combination h2 + a ^ 3 * hc
    exact ⟨eq_div_of_mul_eq hne (by linear_combination h1 - hb), hb⟩
  · rintro ⟨ha, hb⟩
    have h : a * (2 - cbrtTwo) = 1 := by rw [ha]; exact one_div_mul_cancel hne
    refine ⟨by linear_combination h + hb, ?_⟩
    rw [hb]
    linear_combination -a ^ 3 * hc
```

The main theorem joins the two parts. Its left side says that the coefficients of \(h^0\) to \(h^3\) agree with those of `flow 1 (A + B)`. The hypothesis `hY` states that drift and kick fail to commute in a way that Verlet feels at third order; for a free particle, with \(B=0\), it fails, and \(2a+b=1\) alone suffices. In the proof, `hX` is the argument that \(X\neq0\), and `smul_eq_zero` turns each vanishing multiple of a nonzero element into an equation for its real factor.

```lean
/-- If the cubic error of a Verlet step is nonzero, three steps with weights `a`, `b`, `a` agree
with the exact flow through third order exactly when `a = 1/(2 - 2^(1/3))` and
`b = -2^(1/3) a`. -/
theorem tripleJump_third_order_iff (A B : R) (hY : cubicError A B ≠ 0) (a b : ℝ) :
    (∀ n ≤ 3, PowerSeries.coeff n (tripleJump A B a b) =
      PowerSeries.coeff n (flow 1 (A + B))) ↔
      (a = 1 / (2 - cbrtTwo) ∧ b = -cbrtTwo * a) := by
  rw [← order_conditions_iff]
  constructor
  · intro h
    -- opposite generators commute, which would make the cubic error vanish
    have hX : A + B ≠ 0 := by
      intro h0
      apply hY
      rw [eq_neg_of_add_eq_zero_right h0]
      simp [cubicError]
    have e1 := h 1 (by norm_num)
    have e3 := h 3 le_rfl
    simp only [tripleJump_coeff, flow_coeff] at e1
    have e1' : (2 * a + b - 1) • (A + B) = 0 := by rw [sub_smul, e1, sub_self]
    have h1 : 2 * a + b = 1 := sub_eq_zero.mp ((smul_eq_zero.mp e1').resolve_right hX)
    simp only [tripleJump_coeff, flow_coeff, h1] at e3
    have e3' := add_left_cancel (e3.trans (add_zero _).symm)
    exact ⟨h1, (smul_eq_zero.mp e3').resolve_right hY⟩
  · rintro ⟨h1, h2⟩ n hn
    interval_cases n <;>
      simp only [tripleJump_coeff, flow_coeff, h1, h2, zero_smul, add_zero]
```

This composition, often called the triple jump, is usually quoted as a fourth-order method; the theorem stops at \(h^3\), and it bounds neither the remaining error nor the stable time step.

## Signs of the weights

The bounds on \(a\) and \(b\) follow from the explicit solution and the linear condition.

```lean
/-- Weights that solve the order conditions satisfy `a > 1` and `b < -1`. -/
theorem middle_step_negative (a b : ℝ) (h1 : 2 * a + b = 1) (h2 : 2 * a ^ 3 + b ^ 3 = 0) :
    1 < a ∧ b < -1 := by
  obtain ⟨-, hc1, hc2⟩ := cbrtTwo_spec
  have ha := ((order_conditions_iff a b).mp ⟨h1, h2⟩).1
  have h : 1 < a := by
    rw [ha, lt_div_iff₀ (by linarith)]
    linarith
  exact ⟨h, by linarith⟩
```

The general sign statement takes weights `w i` indexed by a finite set `s`. It is a statement about real numbers, with the two sums as hypotheses.

```lean
/-- For any finite number of steps, real weights with sum one and vanishing sum of cubes
include a negative weight. -/
theorem exists_negative_weight {ι : Type*} (s : Finset ι) (w : ι → ℝ)
    (h1 : ∑ i ∈ s, w i = 1) (h3 : ∑ i ∈ s, w i ^ 3 = 0) : ∃ i ∈ s, w i < 0 := by
  by_contra hneg
  have hw : ∀ i ∈ s, 0 ≤ w i := fun i hi => not_lt.mp fun h => hneg ⟨i, hi, h⟩
  -- a vanishing sum of nonnegative cubes makes every weight vanish
  have hz := (Finset.sum_eq_zero_iff_of_nonneg fun i hi => pow_nonneg (hw i hi) 3).mp h3
  have h0 : ∑ i ∈ s, w i = 0 :=
    Finset.sum_eq_zero fun i hi => eq_zero_of_pow_eq_zero (hz i hi)
  linarith
```

## A nonzero cubic error for the harmonic oscillator

For unit mass and frequency, acting on the column \((q,p)\) of position and momentum, the generators are

\[
A=\begin{pmatrix}0&1\\0&0\end{pmatrix},\qquad
B=\begin{pmatrix}0&0\\-1&0\end{pmatrix}.
\]

Here \(A^2=B^2=0\), \(ABA=-A\) and \(BAB=-B\), so \(Y=-A/12+B/6\). The proof evaluates the upper right entry, which is \(-1/12\). The main theorem therefore applies to this oscillator.

```lean
/-- The drift and kick matrices of the harmonic oscillator with unit mass and frequency have
a nonzero cubic error. -/
theorem cubicError_witness :
    cubicError (!![0, 1; 0, 0] : Matrix (Fin 2) (Fin 2) ℝ) !![0, 0; -1, 0] ≠ 0 := by
  intro h
  have h01 := congrFun (congrFun h 0) 1
  norm_num [cubicError, Matrix.mul_apply, Fin.sum_univ_succ] at h01

end

end TripleJumpVerlet
```

```lean
#print axioms TripleJumpVerlet.order_conditions_iff
#print axioms TripleJumpVerlet.tripleJump_third_order_iff
#print axioms TripleJumpVerlet.middle_step_negative
#print axioms TripleJumpVerlet.exists_negative_weight
```

```
'TripleJumpVerlet.order_conditions_iff' depends on axioms: [propext, Classical.choice, Quot.sound]
'TripleJumpVerlet.tripleJump_third_order_iff' depends on axioms: [propext, Classical.choice, Quot.sound]
'TripleJumpVerlet.middle_step_negative' depends on axioms: [propext, Classical.choice, Quot.sound]
'TripleJumpVerlet.exists_negative_weight' depends on axioms: [propext, Classical.choice, Quot.sound]
```
